# Aliasing a density wave with N/2 < q < N lowers its mean squared gradient and raises its Hartree energy

The density wave $\rho(x)=b\cos(2\pi qx+\varphi)$ on a cell of length one, with $b\neq0$ and integers $N/2<q<N$, is sampled at the points $j/N$, $j=0,\dots,N-1$, and replaced by the sum $f$ of plane waves $e^{2\pi ikx}$, $|k|<N/2$, that has the same samples. The question is how this changes the mean squared gradient $\int_0^1\rho'^2\,dx$ and the Hartree energy $\tfrac12\int_0^1\rho V\,dx$, where $V$ is periodic and $V''=-4\pi\rho$.

```lean
import Mathlib

open scoped Real

namespace AliasedDensity

noncomputable section

/-- The plane wave `exp(2πikx)` of integer frequency `k` on the unit cell. -/
def planeWave (k : ℤ) (x : ℝ) : ℂ := Complex.exp (2 * π * Complex.I * k * x)

/-- The integer frequencies strictly between `-N/2` and `N/2`. -/
def band (N : ℕ) : Finset ℤ :=
  (Finset.Ioo (-(N : ℤ)) N).filter fun k => -(N : ℤ) < 2 * k ∧ 2 * k < N

/-- `f` is a Fourier interpolant of `ρ`: a sum of plane waves with frequencies below `N/2`
in magnitude that agrees with `ρ` at the grid points `j/N`. -/
def IsInterpolant (N : ℕ) (ρ f : ℝ → ℝ) : Prop :=
  (∃ c : ℤ → ℂ, ∀ x, (f x : ℂ) = ∑ k ∈ band N, c k * planeWave k x) ∧
    ∀ j < N, f ((j : ℝ) / N) = ρ ((j : ℝ) / N)

/-- The density wave `b cos(2πkx + φ)`. -/
def density (b φ : ℝ) (k : ℤ) : ℝ → ℝ := fun x => b * Real.cos (2 * π * k * x + φ)

/-- The mean over the unit cell of the squared gradient. -/
def meanSqGradient (f : ℝ → ℝ) : ℝ := ∫ x in (0 : ℝ)..1, (deriv f x) ^ 2

/-- `V` is a periodic electrostatic potential of `ρ`: it solves Poisson's equation
`V'' = -4πρ` on the unit cell. -/
def IsPotential (ρ V : ℝ → ℝ) : Prop :=
  Function.Periodic V 1 ∧ Differentiable ℝ V ∧
    ∀ x, HasDerivAt (deriv V) (-(4 * π * ρ x)) x

/-- The Hartree energy of the density `ρ` in the potential `V`: half the integral of `ρV`
over the unit cell. -/
def hartreeEnergy (ρ V : ℝ → ℝ) : ℝ := 1 / 2 * ∫ x in (0 : ℝ)..1, ρ x * V x

/-- Plane waves with frequencies below `N/2` in magnitude are orthogonal on the grid of
`N` points. -/
theorem grid_orthogonality {N : ℕ} {k l : ℤ} (hk : k ∈ band N) (hl : l ∈ band N) :
    ∑ j ∈ Finset.range N, planeWave k ((j : ℝ) / N) * planeWave (-l) ((j : ℝ) / N) =
      if k = l then (N : ℂ) else 0 := by
  simp only [band, Finset.mem_filter, Finset.mem_Ioo] at hk hl
  have hN : N ≠ 0 := by omega
  have hN' : (N : ℂ) ≠ 0 := by exact_mod_cast hN
  have hz : ∀ j : ℕ, planeWave k ((j : ℝ) / N) * planeWave (-l) ((j : ℝ) / N) =
      Complex.exp (2 * π * Complex.I * (k - l) / N) ^ j := by
    intro j
    unfold planeWave
    rw [← Complex.exp_add, ← Complex.exp_nat_mul]
    congr 1
    push_cast
    ring
  rw [Finset.sum_congr rfl (fun j _ => hz j)]
  split_ifs with h
  · subst h
    simp
  · -- the ratio of the geometric sum is an N-th root of unity other than one
    have hne : Complex.exp (2 * π * Complex.I * (k - l) / N) ≠ 1 := by
      intro h1
      obtain ⟨n, hn⟩ := Complex.exp_eq_one_iff.1 h1
      rw [div_eq_iff hN'] at hn
      have h2 : (k : ℂ) - l = n * N := by
        apply mul_left_cancel₀ Complex.two_pi_I_ne_zero
        linear_combination hn
      have h3 : k - l = n * N := by exact_mod_cast h2
      have hlt : -(N : ℤ) < k - l ∧ k - l < N := by omega
      have hpos : (0 : ℤ) ≤ N := by positivity
      rcases lt_trichotomy n 0 with h0 | h0 | h0
      · nlinarith [mul_nonneg (show 0 ≤ -1 - n by omega) hpos, hlt.1]
      · rw [h0, zero_mul] at h3
        exact h (by omega)
      · nlinarith [mul_nonneg (show 0 ≤ n - 1 by omega) hpos, hlt.2]
    have hp : Complex.exp (2 * π * Complex.I * (k - l) / N) ^ N = 1 := by
      rw [← Complex.exp_nat_mul]
      refine Complex.exp_eq_one_iff.2 ⟨k - l, ?_⟩
      push_cast
      rw [← mul_div_assoc, div_eq_iff hN']
      ring
    rw [geom_sum_eq hne, hp]
    simp

/-- A density has at most one Fourier interpolant with frequencies below `N/2`. -/
theorem interpolant_unique {N : ℕ} {ρ f g : ℝ → ℝ} (hf : IsInterpolant N ρ f)
    (hg : IsInterpolant N ρ g) : f = g := by
  -- the samples determine every coefficient
  have key : ∀ (u : ℝ → ℝ) (c : ℤ → ℂ),
      (∀ x, (u x : ℂ) = ∑ k ∈ band N, c k * planeWave k x) → ∀ l ∈ band N,
      ∑ j ∈ Finset.range N, (u ((j : ℝ) / N) : ℂ) * planeWave (-l) ((j : ℝ) / N) =
        c l * N := by
    intro u c hu l hl
    simp_rw [hu, Finset.sum_mul, mul_assoc]
    rw [Finset.sum_comm]
    simp_rw [← Finset.mul_sum]
    rw [Finset.sum_congr rfl (fun k hk => by rw [grid_orthogonality hk hl])]
    simp [hl]
  obtain ⟨⟨c, hc⟩, hfs⟩ := hf
  obtain ⟨⟨d, hd⟩, hgs⟩ := hg
  funext x
  apply Complex.ofReal_injective
  rw [hc, hd]
  refine Finset.sum_congr rfl fun l hl => ?_
  have hN : (N : ℂ) ≠ 0 := by
    simp only [band, Finset.mem_filter, Finset.mem_Ioo] at hl
    have : N ≠ 0 := by omega
    exact_mod_cast this
  have h : c l * N = d l * N := by
    rw [← key f c hc l hl, ← key g d hd l hl]
    refine Finset.sum_congr rfl fun j hj => ?_
    rw [hfs j (Finset.mem_range.1 hj), hgs j (Finset.mem_range.1 hj)]
  rw [mul_right_cancel₀ hN h]

/-- For `N/2 < q < N` the Fourier interpolant of `b cos(2πqx + φ)` is the aliased wave
`b cos(2π(N-q)x - φ)`, and no other function. -/
theorem interpolant_iff_alias {N : ℕ} {q : ℤ} (b φ : ℝ) (h1 : (N : ℤ) < 2 * q)
    (h2 : q < N) (f : ℝ → ℝ) :
    IsInterpolant N (density b φ q) f ↔ f = density b (-φ) (N - q) := by
  have hal : IsInterpolant N (density b φ q) (density b (-φ) (N - q)) := by
    constructor
    · have hp : (N : ℤ) - q ∈ band N := by
        simp only [band, Finset.mem_filter, Finset.mem_Ioo]
        omega
      have hm : -((N : ℤ) - q) ∈ band N := by
        simp only [band, Finset.mem_filter, Finset.mem_Ioo]
        omega
      generalize (N : ℤ) - q = p at hp hm ⊢
      refine ⟨fun k => (if k = p then b / 2 * Complex.exp (-φ * Complex.I) else 0) +
        (if k = -p then b / 2 * Complex.exp (φ * Complex.I) else 0), fun x => ?_⟩
      simp only [add_mul, ite_mul, zero_mul, Finset.sum_add_distrib, Finset.sum_ite_eq',
        hp, hm, if_true]
      -- Euler's formula splits the cosine into two plane waves
      have e1 : Complex.exp (((2 * π * p * x + -φ : ℝ) : ℂ) * Complex.I) =
          Complex.exp (-φ * Complex.I) * planeWave p x := by
        unfold planeWave
        rw [← Complex.exp_add]
        congr 1
        push_cast
        ring
      have e2 : Complex.exp (-((2 * π * p * x + -φ : ℝ) : ℂ) * Complex.I) =
          Complex.exp (φ * Complex.I) * planeWave (-p) x := by
        unfold planeWave
        rw [← Complex.exp_add]
        congr 1
        push_cast
        ring
      unfold density
      rw [Complex.ofReal_mul, Complex.ofReal_cos, Complex.cos, e1, e2]
      ring
    · intro j hj
      have hN : (N : ℝ) ≠ 0 := by
        have : N ≠ 0 := by omega
        exact_mod_cast this
      have h : (N : ℝ) * (j / N) = j := by field_simp
      have e : 2 * π * (((N : ℤ) - q : ℤ) : ℝ) * ((j : ℝ) / N) + -φ =
          j * (2 * π) - (2 * π * q * ((j : ℝ) / N) + φ) := by
        push_cast
        linear_combination 2 * π * h
      unfold density
      rw [e, Real.cos_nat_mul_two_pi_sub]
  exact ⟨fun hf => interpolant_unique hf hal, fun h => h ▸ hal⟩

/-- The phase `2πkx + φ` advances at the rate `2πk`. -/
theorem hasDerivAt_phase (φ : ℝ) (k : ℤ) (x : ℝ) :
    HasDerivAt (fun y : ℝ => 2 * π * k * y + φ) (2 * π * k) x := by
  have h := ((hasDerivAt_id x).const_mul (2 * π * (k : ℝ))).add_const φ
  rw [mul_one] at h
  exact h

/-- The gradient of `b cos(2πkx + φ)` is `-2πkb sin(2πkx + φ)`. -/
theorem deriv_density (b φ : ℝ) (k : ℤ) :
    deriv (density b φ k) =
      fun x => -(b * (2 * π * k) * Real.sin (2 * π * k * x + φ)) := by
  funext x
  have h := (hasDerivAt_phase φ k x).cos.const_mul b
  exact (h.congr_deriv (by ring)).deriv

/-- The mean squared gradient of `b cos(2πkx + φ)` is `b²(2πk)²/2`. -/
theorem meanSqGradient_density (b φ : ℝ) (k : ℤ) :
    meanSqGradient (density b φ k) = b ^ 2 * (2 * π * k) ^ 2 / 2 := by
  have hs : Real.sin (2 * π * k * 1 + φ) = Real.sin φ := by
    rw [show 2 * π * k * 1 + φ = φ + k * (2 * π) by ring, Real.sin_add_int_mul_two_pi]
  have hc : Real.cos (2 * π * k * 1 + φ) = Real.cos φ := by
    rw [show 2 * π * k * 1 + φ = φ + k * (2 * π) by ring, Real.cos_add_int_mul_two_pi]
  have hF : ∀ x ∈ Set.uIcc (0 : ℝ) 1, HasDerivAt
      (fun y : ℝ => b ^ 2 / 2 * ((2 * π * k) ^ 2 * y - (2 * π * k) *
        (Real.sin (2 * π * k * y + φ) * Real.cos (2 * π * k * y + φ))))
      ((-(b * (2 * π * k) * Real.sin (2 * π * k * x + φ))) ^ 2) x := by
    intro x _
    have ha := hasDerivAt_phase φ k x
    have h := (((hasDerivAt_id' x).const_mul ((2 * π * (k : ℝ)) ^ 2)).fun_sub
      ((ha.sin.fun_mul ha.cos).const_mul (2 * π * (k : ℝ)))).const_mul (b ^ 2 / 2)
    refine h.congr_deriv ?_
    linear_combination (-(b ^ 2 / 2 * (2 * π * k) ^ 2)) *
      Real.sin_sq_add_cos_sq (2 * π * k * x + φ)
  unfold meanSqGradient
  rw [deriv_density, intervalIntegral.integral_eq_sub_of_hasDerivAt hF
    (Continuous.intervalIntegrable (by fun_prop) 0 1)]
  simp only [hs, hc, mul_zero, zero_add]
  ring

/-- For `k ≠ 0` the Hartree energy of `b cos(2πkx + φ)` is `πb²/(2πk)²`, in every periodic
potential that solves its Poisson equation. -/
theorem hartreeEnergy_density {b φ : ℝ} {k : ℤ} {V : ℝ → ℝ} (hk : k ≠ 0)
    (hV : IsPotential (density b φ k) V) :
    hartreeEnergy (density b φ k) V = π * b ^ 2 / (2 * π * k) ^ 2 := by
  obtain ⟨hper, hd, hpois⟩ := hV
  have hk' : (k : ℝ) ≠ 0 := by exact_mod_cast hk
  have hw : 2 * π * (k : ℝ) ≠ 0 := by positivity
  have hs : Real.sin (2 * π * k * 1 + φ) = Real.sin φ := by
    rw [show 2 * π * k * 1 + φ = φ + k * (2 * π) by ring, Real.sin_add_int_mul_two_pi]
  have hc : Real.cos (2 * π * k * 1 + φ) = Real.cos φ := by
    rw [show 2 * π * k * 1 + φ = φ + k * (2 * π) by ring, Real.cos_add_int_mul_two_pi]
  have hV1 : V 1 = V 0 := by simpa using hper 0
  have hD : deriv V 1 = deriv V 0 := by
    have h := HasDerivAt.comp_add_const (0 : ℝ) 1 (hd (0 + 1)).hasDerivAt
    have e : (fun y => V (y + 1)) = V := funext hper
    rw [e] at h
    simpa using h.deriv.symm
  -- Green's identity, written as an antiderivative of density times potential
  have hG : ∀ x ∈ Set.uIcc (0 : ℝ) 1, HasDerivAt
      (fun y : ℝ => (2 * π * b ^ 2 * (2 * π * k * y +
          Real.sin (2 * π * k * y + φ) * Real.cos (2 * π * k * y + φ)) +
        b * (2 * π * k) ^ 2 * Real.sin (2 * π * k * y + φ) * V y +
        b * (2 * π * k) * Real.cos (2 * π * k * y + φ) * deriv V y) / (2 * π * k) ^ 3)
      (density b φ k x * V x) x := by
    intro x _
    have ha := hasDerivAt_phase φ k x
    have g1 := (((hasDerivAt_id' x).const_mul (2 * π * (k : ℝ))).fun_add
      (ha.sin.fun_mul ha.cos)).const_mul (2 * π * b ^ 2)
    have g2 := (ha.sin.const_mul (b * (2 * π * (k : ℝ)) ^ 2)).fun_mul (hd x).hasDerivAt
    have g3 := (ha.cos.const_mul (b * (2 * π * (k : ℝ)))).fun_mul (hpois x)
    refine (((g1.fun_add g2).fun_add g3).div_const ((2 * π * (k : ℝ)) ^ 3)).congr_deriv ?_
    rw [div_eq_iff (pow_ne_zero 3 hw)]
    simp only [density]
    linear_combination (-(2 * π * b ^ 2 * (2 * π * k))) *
      Real.sin_sq_add_cos_sq (2 * π * k * x + φ)
  have hcont : Continuous (density b φ k) := by
    unfold density
    fun_prop
  unfold hartreeEnergy
  rw [intervalIntegral.integral_eq_sub_of_hasDerivAt hG
    ((hcont.mul hd.continuous).intervalIntegrable 0 1)]
  simp only [hs, hc, hV1, hD, mul_zero, zero_add]
  field_simp
  ring

/-- For `k ≠ 0` the wave `4πb/(2πk)² cos(2πkx + φ)` is a periodic potential of the density
`b cos(2πkx + φ)`. -/
theorem isPotential_witness (b φ : ℝ) {k : ℤ} (hk : k ≠ 0) :
    IsPotential (density b φ k) (density (4 * π * b / (2 * π * k) ^ 2) φ k) := by
  have hk' : (k : ℝ) ≠ 0 := by exact_mod_cast hk
  have hw : (2 * π * (k : ℝ)) ^ 2 ≠ 0 := by positivity
  have hB : 4 * π * b / (2 * π * k) ^ 2 * (2 * π * k) ^ 2 = 4 * π * b :=
    div_mul_cancel₀ _ hw
  generalize 4 * π * b / (2 * π * (k : ℝ)) ^ 2 = B at hB ⊢
  refine ⟨fun x => ?_, fun x => ?_, fun x => ?_⟩
  · simp only [density]
    rw [show 2 * π * k * (x + 1) + φ = 2 * π * k * x + φ + k * (2 * π) by ring,
      Real.cos_add_int_mul_two_pi]
  · exact ((hasDerivAt_phase φ k x).cos.const_mul B).differentiableAt
  · rw [deriv_density]
    have h := ((hasDerivAt_phase φ k x).sin.const_mul (B * (2 * π * (k : ℝ)))).fun_neg
    refine h.congr_deriv ?_
    simp only [density]
    linear_combination (-Real.cos (2 * π * k * x + φ)) * hB

/-- Aliasing underestimates gradients: for `N/2 < q < N` and `b ≠ 0`, interpolation of
`b cos(2πqx + φ)` multiplies the mean squared gradient by `((N-q)/q)²` and lowers it. -/
theorem aliasing_lowers_gradient {N : ℕ} {q : ℤ} {b φ : ℝ} {f : ℝ → ℝ}
    (h1 : (N : ℤ) < 2 * q) (h2 : q < N) (hb : b ≠ 0)
    (hf : IsInterpolant N (density b φ q) f) :
    meanSqGradient f = (((N : ℝ) - q) / q) ^ 2 * meanSqGradient (density b φ q) ∧
      meanSqGradient f < meanSqGradient (density b φ q) := by
  rw [(interpolant_iff_alias b φ h1 h2 f).1 hf, meanSqGradient_density,
    meanSqGradient_density]
  have r1 : (N : ℝ) < 2 * q := by exact_mod_cast h1
  have r2 : (q : ℝ) < N := by exact_mod_cast h2
  have hp : 0 < (N : ℝ) - q := by linarith
  have hpq : (N : ℝ) - q < q := by linarith
  simp only [Int.cast_sub, Int.cast_natCast]
  generalize (N : ℝ) - q = p at hp hpq ⊢
  have hq : (0 : ℝ) < q := hp.trans hpq
  constructor
  · field_simp
  · gcongr

/-- Aliasing overestimates electrostatics: for `N/2 < q < N` and `b ≠ 0`, interpolation of
`b cos(2πqx + φ)` multiplies the Hartree energy by `(q/(N-q))²` and raises it, each density
taken with a periodic potential of its own. -/
theorem aliasing_raises_hartree {N : ℕ} {q : ℤ} {b φ : ℝ} {f V W : ℝ → ℝ}
    (h1 : (N : ℤ) < 2 * q) (h2 : q < N) (hb : b ≠ 0)
    (hf : IsInterpolant N (density b φ q) f)
    (hV : IsPotential (density b φ q) V) (hW : IsPotential f W) :
    hartreeEnergy f W = ((q : ℝ) / (N - q)) ^ 2 * hartreeEnergy (density b φ q) V ∧
      hartreeEnergy (density b φ q) V < hartreeEnergy f W := by
  have hfa := (interpolant_iff_alias b φ h1 h2 f).1 hf
  rw [hfa] at hW ⊢
  rw [hartreeEnergy_density (by omega) hW, hartreeEnergy_density (by omega) hV]
  have r1 : (N : ℝ) < 2 * q := by exact_mod_cast h1
  have r2 : (q : ℝ) < N := by exact_mod_cast h2
  have hp : 0 < (N : ℝ) - q := by linarith
  have hpq : (N : ℝ) - q < q := by linarith
  simp only [Int.cast_sub, Int.cast_natCast]
  generalize (N : ℝ) - q = p at hp hpq ⊢
  have hq : (0 : ℝ) < q := hp.trans hpq
  constructor
  · field_simp
  · gcongr

end

end AliasedDensity
```

```lean
#print axioms AliasedDensity.aliasing_lowers_gradient
#print axioms AliasedDensity.aliasing_raises_hartree
```

```
'AliasedDensity.aliasing_lowers_gradient' depends on axioms: [propext, Classical.choice, Quot.sound]
'AliasedDensity.aliasing_raises_hartree' depends on axioms: [propext, Classical.choice, Quot.sound]
```

## The two factors

The grid is too coarse for the wave, which reappears at the lower frequency $p=N-q$ with its amplitude unchanged. `interpolant_iff_alias` states that $f$ is an interpolant exactly when $f(x)=b\cos(2\pi px-\varphi)$. The two main theorems then give the consequences:

- `aliasing_lowers_gradient`: the mean squared gradient of $f$ is $((N-q)/q)^2$ times that of $\rho$, and strictly smaller.
- `aliasing_raises_hartree`: the Hartree energy of $f$ is $(q/(N-q))^2$ times that of $\rho$, and strictly larger.

In the smallest case, $N=3$ and $q=2$, the factors are $1/4$ and $4$.

## Density, grid and potential in Lean

The letter `k` denotes an integer frequency, so the usual wavevector is $2\pi k$. `density b φ k` is the cosine wave. For $b\neq0$ and $k\neq0$ it takes negative values and has zero mean, so it represents a modulation about a uniform, neutralised background.

`band N` contains the integers strictly between $-N/2$ and $N/2$; for even $N$ the frequency $N/2$ itself is excluded. `IsInterpolant N ρ f` says that the real function `f` is a combination of these plane waves with complex coefficients and agrees with `ρ` on the grid.

`IsPotential ρ V` requires `V` to have period one and to satisfy Poisson's equation in Gaussian form, $V''=-4\pi\rho$. `hartreeEnergy` takes the potential as a second argument. In the Hartree theorem `V` belongs to the true density and `W` to the interpolant, and each may be any periodic solution. An additive constant in the potential has no effect, because the density integrates to zero.

Where a plane-wave electronic-structure calculation samples the density on a real-space grid, a component too fine for that grid is folded to a lower frequency. For a single wave that varies along one axis, with $N/2<q<N$, the factors give the error in both quantities. A real density is a superposition of many components: a folded wave may land on a frequency that is already occupied, and the amplitudes then interfere. For such a density aliasing can also raise the mean squared gradient or lower the Hartree energy.

## Why the samples select the alias

At a grid point,

$$2\pi p\frac jN-\varphi=2\pi j-\left(2\pi q\frac jN+\varphi\right),$$

so the two cosines agree. Since $0<p<N/2$, both $p$ and $-p$ lie in the band, and Euler's formula gives the alias the coefficients $\tfrac b2e^{-i\varphi}$ at $p$ and $\tfrac b2e^{i\varphi}$ at $-p$. The proof of `interpolant_iff_alias` supplies exactly these.

No other function qualifies. For $k,l$ in the band, put $z=e^{2\pi i(k-l)/N}$. If $k=l$, then $\sum_{j=0}^{N-1}z^j=N$. If $k\ne l$, then $0<|k-l|<N$, so $z\neq1$ while $z^N=1$, and

$$\sum_{j=0}^{N-1}z^j=\frac{z^N-1}{z-1}=0.$$

This is `grid_orthogonality`. Multiplying the expansion $f=\sum_kc_ke^{2\pi ikx}$ by $e^{-2\pi ilx}$ and summing over the grid therefore yields

$$\sum_{j=0}^{N-1}f(j/N)\,e^{-2\pi ilj/N}=Nc_l.$$

The samples fix every coefficient, which is how `interpolant_unique` concludes.

## Both quantities for one wave

Let $\rho_k(x)=b\cos(\omega x+\varphi)$ with $\omega=2\pi k$ and $k\neq0$. Its derivative is $-b\omega\sin(\omega x+\varphi)$, and $\sin^2$ averages to $1/2$ over whole periods, so

$$\int_0^1\rho_k'^2\,dx=\frac{b^2\omega^2}{2}.$$

`meanSqGradient_density` obtains this from an explicit antiderivative; `linear_combination` checks its derivative using $\sin^2+\cos^2=1$.

For the Hartree energy, use $\rho_k''=-\omega^2\rho_k$ and integrate by parts twice:

$$\int_0^1\rho_kV\,dx=-\frac1{\omega^2}\int_0^1\rho_k''V\,dx
=-\frac1{\omega^2}\Big[\rho_k'V-\rho_kV'\Big]_0^1-\frac1{\omega^2}\int_0^1\rho_kV''\,dx.$$

The bracket vanishes because $\rho_k$, $V$ and their derivatives are periodic. Inserting $V''=-4\pi\rho_k$ and $\int_0^1\rho_k^2\,dx=b^2/2$ gives

$$\frac12\int_0^1\rho_kV\,dx=\frac{2\pi}{\omega^2}\cdot\frac{b^2}{2}=\frac{\pi b^2}{\omega^2}.$$

`hartreeEnergy_density` packs the same identity into one antiderivative of $\rho_kV$, whose end values are compared using $V(1)=V(0)$ and $V'(1)=V'(0)$. `isPotential_witness` shows that a suitable potential exists, namely $(4\pi b/\omega^2)\cos(\omega x+\varphi)$; it is written with `density` because it too is a cosine wave.

## Comparing frequencies q and p

Both main theorems replace $f$ by the alias and insert these formulas at $k=q$ and $k=p$. The amplitude and all constants cancel:

$$\frac{b^2(2\pi p)^2/2}{b^2(2\pi q)^2/2}=\left(\frac pq\right)^2,\qquad
\frac{\pi b^2/(2\pi p)^2}{\pi b^2/(2\pi q)^2}=\left(\frac qp\right)^2.$$

In Lean, `field_simp` does this cancellation. From $N/2<q<N$ follows $0<p<q$, so the first factor is below one and the second above one. With $b\neq0$ both quantities are positive for the true wave, and the inequalities are strict; `gcongr` derives them from $p<q$.
